# k-Averaged Löwdin Occupations Lie in [0,1] when Every ρ_k Does

## Counting electrons in overlapping orbitals

In a DFT+U calculation on a transition-metal oxide, the Hubbard correction depends on how far the d orbitals of each atom are filled. One way to find the filling is to project the density matrix at each k-point on localised orbitals and average over the mesh. This gives an occupation matrix n for each atom and spin. A common form of the correction is a sum of terms

(U/2) tr(n − n²),

where U stands for the effective repulsion between electrons on the same site.

Orbitals on neighbouring atoms overlap. Some calculations use them as they are; in the scheme studied here they are first orthogonalised by Löwdin's method. The question is whether the averaged matrix then has eigenvalues that can be read as occupations, between 0 and 1. If it does, each term above is nonnegative for U ≥ 0. The result below establishes this for a finite basis, a finite mesh, linearly independent orbitals at each k-point and density matrices whose own eigenvalues lie between 0 and 1.

## The averaged matrix and its bounds

At each k, let the columns of A_k be the Bloch sums of the localised orbitals, written in an orthonormal basis. Write ᴴ for the conjugate transpose and set

O_k = A_kᴴ A_k,  S_k = (O_k⁻¹)^(1/2),  B_k = A_k S_k.

Here O_k is the overlap matrix, S_k is a positive square root and the columns of B_k are the Löwdin orbitals. Let ρ_k be the density matrix of one spin channel, and let the weights satisfy w_k ≥ 0 and Σ_k w_k = 1. The full occupation matrix is

N = Σ_k w_k B_kᴴ ρ_k B_k.

A principal block n keeps the rows and columns of chosen orbitals, for example the d shell of one atom.

Suppose that every O_k is positive definite, which means that the orbitals at each k are linearly independent. Suppose also that 0 ≤ ρ_k ≤ 1, where X ≤ Y means that Y − X is positive semidefinite. This is the Pauli principle for one spin channel, with fractional filling allowed. Then every eigenvalue of n lies in [0,1], and tr(n − n²) ≥ 0.

## From orthonormal orbitals to a nonnegative trace

**Orthonormality.** Drop the index k. Since S is Hermitian,

BᴴB = S AᴴA S = S O S.

From S² = O⁻¹ we get S(SO) = 1. For square matrices a right inverse is also a left inverse, so (SO)S = 1 and BᴴB = 1.

**Lower bound.** For any vector x,

xᴴ N x = Σ_k w_k (B_k x)ᴴ ρ_k (B_k x) ≥ 0.

**Upper bound.** Replace electrons by holes, ρ_k → 1 − ρ_k. The occupation matrix becomes

Σ_k w_k B_kᴴ (1 − ρ_k) B_k = Σ_k w_k 1 − N = 1 − N.

The hole density matrices are also positive semidefinite, so the lower bound applies to them and 1 − N ≥ 0.

**Blocks.** Extend a vector y on the chosen orbitals by zeros to a vector x on all orbitals. Then yᴴ n y = xᴴ N x ≥ 0. The same argument for 1 − N gives 1 − n ≥ 0.

**Eigenvalues.** If nv = μv with v ≠ 0, then vᴴnv = μ vᴴv. The left side is real and nonnegative and vᴴv > 0, so μ is real and nonnegative. Also (1 − n)v = (1 − μ)v, and the same reasoning gives μ ≤ 1.

**Trace.** Expanding the right side confirms that

n − n² = n(1 − n)n + (1 − n)n(1 − n).

Both terms have the form XᴴPX with P ≥ 0, so n − n² ≥ 0 and its trace is nonnegative. The trace is the sum of the nonnegative eigenvalues of n − n². It therefore vanishes exactly when n − n² = 0, that is, when n is idempotent.

## A half-filled average and a tilted pair

Take two k-points with weight 1/2 each, one with ρ = 0 and the other with ρ = 1. Both density matrices are projectors, but N = (1/2)1, and each orbital contributes 1/2 − 1/4 = 1/4 to tr(N − N²). The average over k is enough to make the correction nonzero.

Now take the normalised orbitals (1, 0) and (3/5, 4/5) in a plane, with ρ = 1 and no orthogonalisation. The occupation matrix is their overlap matrix, with diagonal entries 1 and off-diagonal entries 3/5. The normalised vector (1, 1)/√2 is an eigenvector with eigenvalue 8/5. The other eigenvalue is 2/5, so tr(n − n²) = −18/25, a value worked out here by hand and not in the code. The excess comes from overlap inside the block. The d orbitals of a single atom are orthogonal to one another, so this pair does not model one d shell. Since ρ_k ≤ 1, unmodified orbitals give a block that is at most the weighted average over k of the block's own overlap matrices. If that average is the identity, the block is bounded by 1 without the Löwdin step.

## How the Lean statement encodes the model

The finite types `κ`, `g`, `ι` and `m` label k-points, basis functions, localised orbitals and the orbitals of a block. The definitions `overlap`, `lowdin` and `occupation` are O_k, B_k and N. The square root `CFC.sqrt` is the positive one from the functional calculus. A block is `(occupation w A ρ).submatrix e e`, where the embedding `e : m ↪ ι` picks distinct orbitals. Orthogonalisation uses all orbitals in `ι`, and the block is taken afterwards.

In `hubbard_occupation`, the hypotheses `hw` and `hw1` say that the weights are nonnegative and sum to 1, `hO` is the positive definiteness of each overlap, and `hρ0` and `hρ1` are the Loewner bounds on ρ_k. An eigenvalue is a complex `μ` with a nonzero vector `v` such that `n *ᵥ v = μ • v`. In the order on ℂ used here, `0 ≤ μ` means that μ is real and nonnegative, so the conclusion includes reality. The same holds for the trace.

The bounds on ρ_k are assumed, and smearing schemes that produce occupations below 0 or above 1 violate them. A density matrix summed over both spins can have eigenvalues up to 2, so the theorem is applied to each spin channel separately. The basis is taken to be orthonormal, and the generalised overlap operator of ultrasoft pseudopotentials does not appear in the definitions. All k-points share the index type `g`; plane-wave sets of different sizes can be padded with zeros.

## The complete file

```lean
import Mathlib

open Matrix
open scoped ComplexOrder MatrixOrder

namespace HubbardProjectors

noncomputable section

variable {κ g ι m : Type*} [Fintype κ] [Fintype g] [DecidableEq g]
  [Fintype ι] [DecidableEq ι] [Fintype m] [DecidableEq m]

/-- The overlap matrix of the localised orbitals stored in the columns of `A`. -/
def overlap (A : Matrix g ι ℂ) : Matrix ι ι ℂ := Aᴴ * A

/-- The Löwdin orbitals: `A` times the positive square root of the inverse overlap. -/
def lowdin (A : Matrix g ι ℂ) : Matrix g ι ℂ := A * CFC.sqrt (overlap A)⁻¹

/-- The occupation matrix: the weighted sum over k-points of the density matrices `ρ k`
projected on the Löwdin orbitals. -/
def occupation (w : κ → ℝ) (A : κ → Matrix g ι ℂ) (ρ : κ → Matrix g g ℂ) : Matrix ι ι ℂ :=
  ∑ k, (w k : ℂ) • ((lowdin (A k))ᴴ * ρ k * lowdin (A k))

omit [DecidableEq g] in
/-- Löwdin orbitals are orthonormal when the overlap matrix is positive definite. -/
theorem lowdin_orthonormal {A : Matrix g ι ℂ} (hO : (overlap A).PosDef) :
    (lowdin A)ᴴ * lowdin A = 1 := by
  have hinv : 0 ≤ (overlap A)⁻¹ := Matrix.nonneg_iff_posSemidef.mpr hO.inv.posSemidef
  have hSS := CFC.sqrt_mul_sqrt_self (overlap A)⁻¹ hinv
  have hS : (CFC.sqrt (overlap A)⁻¹)ᴴ = CFC.sqrt (overlap A)⁻¹ :=
    (Matrix.nonneg_iff_posSemidef.mp (CFC.sqrt_nonneg (overlap A)⁻¹)).isHermitian.eq
  have hdet : IsUnit (overlap A).det := (Matrix.isUnit_iff_isUnit_det _).mp hO.isUnit
  -- `S (S O) = 1`, and a one-sided inverse of a square matrix is two-sided
  have h1 : CFC.sqrt (overlap A)⁻¹ * (CFC.sqrt (overlap A)⁻¹ * overlap A) = 1 := by
    rw [← mul_assoc, hSS, Matrix.nonsing_inv_mul _ hdet]
  have h2 := mul_eq_one_comm.mp h1
  calc (lowdin A)ᴴ * lowdin A
      = CFC.sqrt (overlap A)⁻¹ * overlap A * CFC.sqrt (overlap A)⁻¹ := by
        unfold lowdin
        rw [Matrix.conjTranspose_mul, hS]
        simp only [overlap, Matrix.mul_assoc]
    _ = 1 := h2

omit [DecidableEq g] in
/-- Positive semidefinite density matrices and nonnegative weights give a positive semidefinite
occupation matrix. -/
theorem occupation_posSemidef {w : κ → ℝ} (hw : ∀ k, 0 ≤ w k) (A : κ → Matrix g ι ℂ)
    {ρ : κ → Matrix g g ℂ} (hρ : ∀ k, (ρ k).PosSemidef) :
    (occupation w A ρ).PosSemidef := by
  unfold occupation
  refine Matrix.posSemidef_sum _ fun k _ => ?_
  have hk : (0 : ℂ) ≤ (w k : ℂ) := by exact_mod_cast hw k
  exact ((hρ k).conjTranspose_mul_mul_same (lowdin (A k))).smul hk

/-- Exchanging electrons and holes at every k-point, `ρ k` to `1 - ρ k`, turns the occupation
matrix `n` into `1 - n`. -/
theorem occupation_hole {w : κ → ℝ} (hw1 : ∑ k, w k = 1) {A : κ → Matrix g ι ℂ}
    (hO : ∀ k, (overlap (A k)).PosDef) (ρ : κ → Matrix g g ℂ) :
    occupation w A (fun k => 1 - ρ k) = 1 - occupation w A ρ := by
  have h : ∀ k, (lowdin (A k))ᴴ * lowdin (A k) = 1 := fun k => lowdin_orthonormal (hO k)
  have hsum : ∑ k, (w k : ℂ) • (1 : Matrix ι ι ℂ) = 1 := by
    rw [← Finset.sum_smul, ← Complex.ofReal_sum, hw1, Complex.ofReal_one, one_smul]
  simp only [occupation, Matrix.mul_sub, Matrix.sub_mul, Matrix.mul_one, h, smul_sub,
    Finset.sum_sub_distrib, hsum]

omit [Fintype m] in
/-- Every principal block of the occupation matrix lies between 0 and 1 in the Loewner order. -/
theorem block_bounds {w : κ → ℝ} (hw : ∀ k, 0 ≤ w k) (hw1 : ∑ k, w k = 1)
    {A : κ → Matrix g ι ℂ} (hO : ∀ k, (overlap (A k)).PosDef)
    {ρ : κ → Matrix g g ℂ} (hρ0 : ∀ k, 0 ≤ ρ k) (hρ1 : ∀ k, ρ k ≤ 1) (e : m ↪ ι) :
    0 ≤ (occupation w A ρ).submatrix e e ∧ (occupation w A ρ).submatrix e e ≤ 1 := by
  constructor
  · exact Matrix.nonneg_iff_posSemidef.mpr ((occupation_posSemidef hw A
      fun k => Matrix.nonneg_iff_posSemidef.mp (hρ0 k)).submatrix e)
  · -- the upper bound is the lower bound for holes
    have h := (occupation_posSemidef hw A fun k => Matrix.le_iff.mp (hρ1 k)).submatrix e
    rw [occupation_hole hw1 hO ρ] at h
    have h1 : (1 - occupation w A ρ).submatrix e e
        = 1 - (occupation w A ρ).submatrix e e := by
      rw [← Matrix.submatrix_one e e.injective]
      rfl
    rw [h1] at h
    exact Matrix.le_iff.mpr h

omit [DecidableEq m] in
/-- An eigenvalue of a positive semidefinite matrix is real and nonnegative. -/
theorem eigenvalue_nonneg {M : Matrix m m ℂ} (hM : M.PosSemidef) {μ : ℂ} {v : m → ℂ}
    (hv0 : v ≠ 0) (hv : M *ᵥ v = μ • v) : 0 ≤ μ := by
  have h1 := hM.dotProduct_mulVec_nonneg v
  rw [hv, dotProduct_smul, smul_eq_mul] at h1
  have h2 : 0 < star v ⬝ᵥ v :=
    lt_of_le_of_ne (dotProduct_star_self_nonneg v)
      (Ne.symm (mt dotProduct_star_self_eq_zero.mp hv0))
  generalize star v ⬝ᵥ v = c at h1 h2
  rw [Complex.nonneg_iff] at h1 ⊢
  rw [Complex.pos_iff] at h2
  obtain ⟨hc, hi⟩ := h2
  rw [Complex.mul_re, Complex.mul_im, ← hi] at h1
  simp only [mul_zero, sub_zero, zero_add] at h1
  exact ⟨le_of_mul_le_mul_right (by rw [zero_mul]; exact h1.1) hc,
    ((mul_eq_zero.mp h1.2.symm).resolve_right hc.ne').symm⟩

/-- If `0 ≤ n ≤ 1` in the Loewner order, then `n - n²` is positive semidefinite. -/
theorem sub_sq_posSemidef {n : Matrix m m ℂ} (h0 : 0 ≤ n) (h1 : n ≤ 1) :
    (n - n * n).PosSemidef := by
  have p0 := Matrix.nonneg_iff_posSemidef.mp h0
  have p1 := Matrix.le_iff.mp h1
  have h := (p1.conjTranspose_mul_mul_same n).add (p0.conjTranspose_mul_mul_same (1 - n))
  rw [p0.isHermitian.eq, p1.isHermitian.eq] at h
  -- n - n² = n (1 - n) n + (1 - n) n (1 - n)
  have e : n - n * n = n * (1 - n) * n + (1 - n) * n * (1 - n) := by noncomm_ring
  rw [e]
  exact h

/-- Every principal block `n` of the k-averaged Löwdin occupation matrix has all its
eigenvalues in `[0, 1]`, and `tr (n - n²)` is real and nonnegative. -/
theorem hubbard_occupation {w : κ → ℝ} (hw : ∀ k, 0 ≤ w k) (hw1 : ∑ k, w k = 1)
    {A : κ → Matrix g ι ℂ} (hO : ∀ k, (overlap (A k)).PosDef)
    {ρ : κ → Matrix g g ℂ} (hρ0 : ∀ k, 0 ≤ ρ k) (hρ1 : ∀ k, ρ k ≤ 1) (e : m ↪ ι) :
    let n := (occupation w A ρ).submatrix e e
    (∀ (μ : ℂ) (v : m → ℂ), v ≠ 0 → n *ᵥ v = μ • v → 0 ≤ μ ∧ μ ≤ 1) ∧
      0 ≤ (n - n * n).trace := by
  intro n
  obtain ⟨h0, h1⟩ := block_bounds hw hw1 hO hρ0 hρ1 e
  refine ⟨fun μ v hv0 hv => ⟨?_, ?_⟩, (sub_sq_posSemidef h0 h1).trace_nonneg⟩
  · exact eigenvalue_nonneg (Matrix.nonneg_iff_posSemidef.mp h0) hv0 hv
  · -- `1 - μ` is an eigenvalue of `1 - n`
    have hv' : (1 - n) *ᵥ v = (1 - μ) • v := by
      rw [Matrix.sub_mulVec, Matrix.one_mulVec, hv, sub_smul, one_smul]
    exact sub_nonneg.mp (eigenvalue_nonneg (Matrix.le_iff.mp h1) hv0 hv')

/-- For a principal block `n` of the occupation matrix, `tr (n - n²)` vanishes exactly when
`n` is idempotent. -/
theorem trace_eq_zero_iff_idempotent {w : κ → ℝ} (hw : ∀ k, 0 ≤ w k) (hw1 : ∑ k, w k = 1)
    {A : κ → Matrix g ι ℂ} (hO : ∀ k, (overlap (A k)).PosDef)
    {ρ : κ → Matrix g g ℂ} (hρ0 : ∀ k, 0 ≤ ρ k) (hρ1 : ∀ k, ρ k ≤ 1) (e : m ↪ ι) :
    let n := (occupation w A ρ).submatrix e e
    (n - n * n).trace = 0 ↔ n * n = n := by
  intro n
  obtain ⟨h0, h1⟩ := block_bounds hw hw1 hO hρ0 hρ1 e
  rw [(sub_sq_posSemidef h0 h1).trace_eq_zero_iff, sub_eq_zero]
  exact eq_comm

/-- With two k-points of equal weight, one empty and one completely filled, `tr (n - n²)` is
one quarter of the number of orbitals. -/
theorem empty_and_full_kpoint {A : Fin 2 → Matrix g ι ℂ}
    (hO : ∀ k, (overlap (A k)).PosDef) :
    let n := occupation (fun _ => 1 / 2) A ![0, 1]
    (n - n * n).trace = (Fintype.card ι : ℂ) / 4 := by
  intro n
  have hn : n = (1 / 2 : ℂ) • (1 : Matrix ι ι ℂ) := by
    simp [n, occupation, Fin.sum_univ_two, lowdin_orthonormal (hO 1)]
  have h : n - n * n = (1 / 4 : ℂ) • (1 : Matrix ι ι ℂ) := by
    rw [hn, smul_mul_smul_comm, mul_one, ← sub_smul]
    norm_num
  rw [h, Matrix.trace_smul, Matrix.trace_one, smul_eq_mul]
  ring

/-- Two real orbitals in the plane, the second tilted towards the first. -/
def tiltedPair : Matrix (Fin 2) (Fin 2) ℂ := !![1, 3 / 5; 0, 4 / 5]

/-- The tilted orbitals are normalised, but used without orthogonalisation they give, for the
density matrix 1, an occupation matrix with eigenvalue `8/5`. -/
theorem raw_projectors_exceed_one :
    (∀ i, overlap tiltedPair i i = 1) ∧
      (tiltedPairᴴ * 1 * tiltedPair) *ᵥ ![1, 1] = (8 / 5 : ℂ) • ![1, 1] := by
  -- the entries are real, so conjugation leaves them unchanged
  have h3 : (starRingEnd ℂ) 3 = 3 := Complex.conj_eq_iff_im.mpr (by simp)
  have h4 : (starRingEnd ℂ) 4 = 4 := Complex.conj_eq_iff_im.mpr (by simp)
  have h5 : (starRingEnd ℂ) 5 = 5 := Complex.conj_eq_iff_im.mpr (by simp)
  constructor
  · intro i
    fin_cases i <;>
      simp [overlap, tiltedPair, Matrix.mul_apply, Fin.sum_univ_succ, h3, h4, h5]
    norm_num
  · ext i
    fin_cases i <;>
      simp [tiltedPair, Matrix.mul_apply, Matrix.mulVec, dotProduct, Fin.sum_univ_succ,
        h3, h4, h5] <;>
      norm_num

end

end HubbardProjectors
```

```lean
#print axioms HubbardProjectors.hubbard_occupation
-- 'HubbardProjectors.hubbard_occupation' depends on axioms: [propext, Classical.choice, Quot.sound]
#print axioms HubbardProjectors.trace_eq_zero_iff_idempotent
-- 'HubbardProjectors.trace_eq_zero_iff_idempotent' depends on axioms: [propext, Classical.choice, Quot.sound]
#print axioms HubbardProjectors.empty_and_full_kpoint
-- 'HubbardProjectors.empty_and_full_kpoint' depends on axioms: [propext, Classical.choice, Quot.sound]
#print axioms HubbardProjectors.raw_projectors_exceed_one
-- 'HubbardProjectors.raw_projectors_exceed_one' depends on axioms: [propext, Classical.choice, Quot.sound]
```

## How the lemmas follow the derivation

`lowdin_orthonormal` proves BᴴB = 1. Its step `h1` is S(SO) = 1, and the factors are reversed by `mul_eq_one_comm`, which gives `h2`. The `calc` block rewrites BᴴB as SOS.

`occupation_posSemidef` is the lower bound. The lemma `conjTranspose_mul_mul_same` makes each B_kᴴρ_kB_k positive semidefinite, and nonnegative weights and finite sums preserve this. `occupation_hole` is the exchange of electrons and holes; it is where orthonormality and the normalised weights enter.

`block_bounds` joins the two. Its first half restricts the positive matrix N to the block. Its second half applies `occupation_posSemidef` to 1 − ρ_k, rewrites the result with `occupation_hole`, and uses the injectivity of `e` to identify the block of the identity with the identity on `m`.

`eigenvalue_nonneg` starts from vᴴMv ≥ 0, substitutes the eigenvalue equation and divides by vᴴv > 0, treating real and imaginary parts separately. `sub_sq_posSemidef` builds the two positive terms of the trace identity, and `noncomm_ring` checks the identity without assuming that matrices commute.

The main theorem `hubbard_occupation` applies `eigenvalue_nonneg` to n for the lower bound and to 1 − n for the upper one, with `hv'` supplying the eigenvalue 1 − μ. The trace inequality follows from `sub_sq_posSemidef`. In `trace_eq_zero_iff_idempotent`, the same positivity turns a zero trace into n − n² = 0.

For the two examples, `empty_and_full_kpoint` first shows that the occupation matrix is half the identity, then takes the trace. `raw_projectors_exceed_one` checks the norms and the eigenvalue equation entry by entry, using the unnormalised vector `![1, 1]`.
